# Two-component form and picture-change error of a block-diagonal property

Let the large component of a four-component wavefunction have $n$ complex coefficients and the small component $m$, both in orthonormal bases. The matrix $X$ ($m\times n$) maps large to small: the states to be kept have the form $(\psi, X\psi)$. A dagger denotes the conjugate transpose, and $1$ the identity of the appropriate size. Let $R$ ($n\times n$) and $S$ ($m\times m$) be Hermitian matrices with

$$R(1+X^\dagger X)R=1,\qquad S(1+XX^\dagger)S=1,$$

and set

$$U=\begin{pmatrix}R & RX^\dagger\\ -SX & S\end{pmatrix}.$$

The two conditions normalise the transformed large and small components. An operator $P$ transforms to $UPU^\dagger$, and its two-component form is the upper-left block. If $P$ equals the number $a$ on the large component, the picture-change error against $a$ is the two-component form minus $a\cdot 1$, that is, the correction missed when $a$ is used untransformed.

## Unitarity, transformed properties and decoupling

The claim is that $U$ is unitary, and that $\mathrm{diag}(A,B)$ has the two-component form $R(A+X^\dagger BX)R$. Since $R$ and $S$ are Hermitian,

$$U^\dagger=\begin{pmatrix}R & -X^\dagger S\\ XR & S\end{pmatrix}.$$

The diagonal blocks of $UU^\dagger$ are $R^2+RX^\dagger XR=1$ and $SXX^\dagger S+S^2=1$. The off-diagonal blocks are $-RX^\dagger S+RX^\dagger S=0$ and $-SXR+SXR=0$. Hence $UU^\dagger=1$, which for a square matrix means that $U$ is unitary.

The upper row of $U\,\mathrm{diag}(A,B)$ is $(RA,\;RX^\dagger B)$. Multiplied by the first column of $U^\dagger$, it gives

$$RAR+RX^\dagger BXR=R(A+X^\dagger BX)R.$$

For a Hamiltonian with blocks $V,C$ in the upper row and $D,W$ in the lower, the same multiplication gives the lower-left block

$$S\,(D+WX-XV-XCX)\,R.$$

The normalisation conditions make $R$ and $S$ invertible, so this block vanishes exactly when $D+WX=XV+XCX$. If the Hamiltonian is Hermitian, the upper-right block is the conjugate transpose of this one and vanishes with it, so the two components decouple.

## The error for constant properties

Let $A=a\cdot1$ and $B=b\cdot1$. Normalisation gives $RX^\dagger XR=1-R^2$, so the error is

$$aR^2+b(1-R^2)-a\cdot 1=(b-a)(1-R^2).$$

If also $X^\dagger X=x^2\cdot1$ with $x$ real, then $(1+x^2)R^2=1$, and the error becomes

$$\frac{x^2(b-a)}{1+x^2}\cdot 1.$$

For $n\ge1$ it is zero exactly when $x=0$ or $a=b$. The condition on $X^\dagger X$ describes a single ratio $|x|$ of small to large amplitude, as for a free particle of fixed momentum.

Hermiticity of $R$ does not follow from the other conditions. Take $n=2$, $m=1$, $X=0$, $S=1$ and

$$R=\begin{pmatrix}1&1\\0&-1\end{pmatrix}.$$

Then $R^2=1$, so both normalisations hold, but

$$RR^\dagger=\begin{pmatrix}2&-1\\-1&1\end{pmatrix}\neq1.$$

So $U$ is not unitary, and for $a=b=1$ the error is $RR^\dagger-1\neq0$, where the formula would give zero.

In two-component calculations of properties near a heavy nucleus, the block formula shows how a property matrix must be transformed along with the Hamiltonian, within a finite orthonormal basis and for properties that do not couple the two components.

## The block matrices in Lean

The index types `n` and `m` label the large and small components, and `n ⊕ m` labels both together.

```lean
import Mathlib

open Matrix

namespace PictureChange

variable {n m : Type*} [Fintype n] [DecidableEq n] [Fintype m] [DecidableEq m]
```

`fromBlocks` lists the blocks row by row, and `ᴴ` is the dagger, written as a star in the comments.

```lean
/-- The decoupling matrix with blocks `R`, `R X*`, `-S X`, `S`, acting on the large
component (index `n`) and the small component (index `m`). -/
def decouplingU (R : Matrix n n ℂ) (S : Matrix m m ℂ) (X : Matrix m n ℂ) :
    Matrix (n ⊕ m) (n ⊕ m) ℂ :=
  fromBlocks R (R * Xᴴ) (-(S * X)) S
```

The two-component operator is defined by transforming and taking a block, for any `P`; its formula is then a theorem.

```lean
/-- The two-component form of a four-component operator `P`: the upper-left block
of `U P U*`. -/
def twoComponent (R : Matrix n n ℂ) (S : Matrix m m ℂ) (X : Matrix m n ℂ)
    (P : Matrix (n ⊕ m) (n ⊕ m) ℂ) : Matrix n n ℂ :=
  (decouplingU R S X * P * (decouplingU R S X)ᴴ).toBlocks₁₁
```

The hypotheses `nR` and `nS` are the two normalisations. Matrices $R$ and $S$ that satisfy them are assumed given; the usual choice is the inverse square roots of $1+X^\dagger X$ and $1+XX^\dagger$. In the proof, `hU` computes $U^\dagger$, and `h11`, `h12`, `h21` and `h22` are the four blocks of $UU^\dagger$.

```lean
/-- For Hermitian `R` and `S` with `R (1 + X*X) R = 1` and `S (1 + XX*) S = 1`, the
decoupling matrix is unitary. -/
theorem decouplingU_unitary {R : Matrix n n ℂ} {S : Matrix m m ℂ} {X : Matrix m n ℂ}
    (hR : R.IsHermitian) (hS : S.IsHermitian)
    (nR : R * (1 + Xᴴ * X) * R = 1) (nS : S * (1 + X * Xᴴ) * S = 1) :
    decouplingU R S X ∈ Matrix.unitaryGroup (n ⊕ m) ℂ := by
  have hU : (decouplingU R S X)ᴴ = fromBlocks R (-(Xᴴ * S)) (X * R) S := by
    simp [decouplingU, fromBlocks_conjTranspose, conjTranspose_mul, hR.eq, hS.eq]
  -- the diagonal blocks are the normalisation conditions
  have h11 : R * R + R * Xᴴ * (X * R) = 1 := by
    refine Eq.trans ?_ nR
    simp only [Matrix.mul_add, Matrix.add_mul, Matrix.mul_one, Matrix.mul_assoc]
  have h22 : -(S * X) * -(Xᴴ * S) + S * S = 1 := by
    refine Eq.trans ?_ nS
    simp only [Matrix.neg_mul, Matrix.mul_neg, neg_neg, Matrix.mul_add, Matrix.add_mul,
      Matrix.mul_one, Matrix.mul_assoc]
    exact add_comm _ _
  -- the off-diagonal blocks cancel
  have h12 : R * -(Xᴴ * S) + R * Xᴴ * S = 0 := by
    simp only [Matrix.mul_neg, Matrix.mul_assoc, neg_add_cancel]
  have h21 : -(S * X) * R + S * (X * R) = 0 := by
    simp only [Matrix.neg_mul, Matrix.mul_assoc, neg_add_cancel]
  rw [mem_unitaryGroup_iff, star_eq_conjTranspose, hU, decouplingU, fromBlocks_multiply,
    h11, h12, h21, h22, fromBlocks_one]
```

The property formula needs only that $R$ is Hermitian. The proof multiplies the blocks and expands both sides.

```lean
omit [DecidableEq n] [DecidableEq m] in
/-- For Hermitian `R`, the two-component form of a block-diagonal property `diag(A, B)`
is `R (A + X* B X) R`. -/
theorem twoComponent_diag {R : Matrix n n ℂ} (S : Matrix m m ℂ) (X : Matrix m n ℂ)
    (hR : R.IsHermitian) (A : Matrix n n ℂ) (B : Matrix m m ℂ) :
    twoComponent R S X (fromBlocks A 0 0 B) = R * (A + Xᴴ * B * X) * R := by
  unfold twoComponent decouplingU
  rw [fromBlocks_conjTranspose, fromBlocks_multiply, fromBlocks_multiply,
    toBlocks_fromBlocks₁₁]
  simp only [Matrix.mul_zero, zero_add, add_zero, conjTranspose_mul,
    conjTranspose_conjTranspose, hR.eq, Matrix.mul_add, Matrix.add_mul, Matrix.mul_assoc]
```

The criterion for the lower-left block holds for arbitrary blocks, Hermitian or not; it amounts to full decoupling when the Hamiltonian is Hermitian, since otherwise the upper-right block may remain. Here `key` is the factorised lower-left block, and `cancel` removes $S$ and $R$ by inserting the two normalisations as identities. That a solution $X$ exists is not claimed.

```lean
/-- For Hermitian `R` and normalised `R` and `S`, the lower-left block of the transformed
Hamiltonian with blocks `V`, `C`, `D`, `W` vanishes exactly when `X` solves
`D + W X = X V + X C X`. -/
theorem decoupled_iff {R : Matrix n n ℂ} {S : Matrix m m ℂ} {X : Matrix m n ℂ}
    (hR : R.IsHermitian)
    (nR : R * (1 + Xᴴ * X) * R = 1) (nS : S * (1 + X * Xᴴ) * S = 1)
    (V : Matrix n n ℂ) (C : Matrix n m ℂ) (D : Matrix m n ℂ) (W : Matrix m m ℂ) :
    (decouplingU R S X * fromBlocks V C D W * (decouplingU R S X)ᴴ).toBlocks₂₁ = 0 ↔
      D + W * X = X * V + X * C * X := by
  have key : (decouplingU R S X * fromBlocks V C D W * (decouplingU R S X)ᴴ).toBlocks₂₁
      = S * (D + W * X - (X * V + X * C * X)) * R := by
    unfold decouplingU
    rw [fromBlocks_conjTranspose, fromBlocks_multiply, fromBlocks_multiply,
      toBlocks_fromBlocks₂₁]
    simp only [conjTranspose_mul, conjTranspose_conjTranspose, hR.eq, Matrix.mul_add,
      Matrix.add_mul, Matrix.mul_sub, Matrix.sub_mul, Matrix.neg_mul, Matrix.mul_assoc]
    abel
  -- the normalisation conditions allow `S` and `R` to be cancelled
  have cancel : ∀ M : Matrix m n ℂ, S * M * R = 0 → M = 0 := by
    intro M h
    calc M = (S * (1 + X * Xᴴ) * S) * M * (R * (1 + Xᴴ * X) * R) := by
          rw [nS, nR, Matrix.one_mul, Matrix.mul_one]
      _ = S * (1 + X * Xᴴ) * (S * M * R) * ((1 + Xᴴ * X) * R) := by
          simp only [Matrix.mul_assoc]
      _ = 0 := by rw [h, Matrix.mul_zero, Matrix.zero_mul]
  rw [key]
  constructor
  · intro h
    exact sub_eq_zero.mp (cancel _ h)
  · intro h
    rw [sub_eq_zero.mpr h, Matrix.mul_zero, Matrix.zero_mul]
```

## The error formulas in Lean

The numbers `a` and `b` may be complex, and `a • 1` is a multiple of the identity. None of the error theorems requires $X$ to solve the decoupling equation; that condition ties $X$ to a particular Hamiltonian. The proof substitutes $1-R^2$ for $RX^\dagger XR$, and `module` collects the coefficients.

```lean
/-- For Hermitian, normalised `R` and a property equal to `a` on the large and `b` on the
small component, the picture-change error against `a` is `(b - a) (1 - R²)`. -/
theorem error_eq {R : Matrix n n ℂ} (S : Matrix m m ℂ) {X : Matrix m n ℂ}
    (hR : R.IsHermitian) (nR : R * (1 + Xᴴ * X) * R = 1) (a b : ℂ) :
    twoComponent R S X (fromBlocks (a • 1) 0 0 (b • 1)) - a • 1
      = (b - a) • (1 - R * R) := by
  have h : R * R + R * (Xᴴ * X) * R = 1 := by
    refine Eq.trans ?_ nR
    simp only [Matrix.mul_add, Matrix.add_mul, Matrix.mul_one]
  have e : R * (a • (1 : Matrix n n ℂ) + Xᴴ * (b • (1 : Matrix m m ℂ)) * X) * R
      = a • (R * R) + b • (R * (Xᴴ * X) * R) := by
    simp only [Matrix.mul_add, Matrix.add_mul, Matrix.mul_smul, Matrix.smul_mul,
      Matrix.mul_one]
  rw [twoComponent_diag S X hR, e, eq_sub_of_add_eq' h]
  module
```

The hypothesis `hX` states $X^\dagger X=x^2\cdot 1$. The step `hRR` solves for $R^2$, and `hc` rewrites the fraction. For one-by-one matrices this is the scalar formula.

```lean
/-- For Hermitian, normalised `R`, `X*X = x²` with `x` real, and a property equal to `a` on the
large and `b` on the small component, the picture-change error against `a` is
`x² (b - a) / (1 + x²)` times the identity. -/
theorem error_scalar {R : Matrix n n ℂ} (S : Matrix m m ℂ) {X : Matrix m n ℂ}
    (hR : R.IsHermitian) (nR : R * (1 + Xᴴ * X) * R = 1) {x : ℝ}
    (hX : Xᴴ * X = (x : ℂ) ^ 2 • (1 : Matrix n n ℂ)) (a b : ℂ) :
    twoComponent R S X (fromBlocks (a • 1) 0 0 (b • 1)) - a • 1
      = ((x : ℂ) ^ 2 * (b - a) / (1 + (x : ℂ) ^ 2)) • (1 : Matrix n n ℂ) := by
  have hne : (1 + (x : ℂ) ^ 2) ≠ 0 := by
    exact_mod_cast (by positivity : (1 + x ^ 2 : ℝ) ≠ 0)
  -- normalisation fixes the square of `R`
  have h : (1 + (x : ℂ) ^ 2) • (R * R) = 1 := by
    rw [hX] at nR
    refine Eq.trans ?_ nR
    simp only [Matrix.mul_add, Matrix.add_mul, Matrix.mul_smul, Matrix.smul_mul,
      Matrix.mul_one, add_smul, one_smul]
  have hRR : R * R = (1 + (x : ℂ) ^ 2)⁻¹ • (1 : Matrix n n ℂ) := by
    rw [← h, smul_smul, inv_mul_cancel₀ hne, one_smul]
  have hc : (x : ℂ) ^ 2 * (b - a) / (1 + (x : ℂ) ^ 2)
      = (b - a) * (1 - (1 + (x : ℂ) ^ 2)⁻¹) := by
    rw [div_eq_mul_inv]
    linear_combination (b - a) * mul_inv_cancel₀ hne
  rw [error_eq S hR nR, hRR, hc]
  module
```

`[Nonempty n]` supplies a diagonal entry from which the coefficient can be read; with no large component, the error would be an empty matrix and zero for every $x$, $a$ and $b$.

```lean
/-- For Hermitian, normalised `R`, `X*X = x²` with `x` real, a large component of nonzero dimension,
and a property equal to `a` on the large and `b` on the small component, the picture-change error
vanishes only if `x = 0` or `a = b`, and then it does. -/
theorem error_zero_iff [Nonempty n] {R : Matrix n n ℂ} (S : Matrix m m ℂ)
    {X : Matrix m n ℂ} (hR : R.IsHermitian) (nR : R * (1 + Xᴴ * X) * R = 1) {x : ℝ}
    (hX : Xᴴ * X = (x : ℂ) ^ 2 • (1 : Matrix n n ℂ)) (a b : ℂ) :
    twoComponent R S X (fromBlocks (a • 1) 0 0 (b • 1)) - a • 1 = 0 ↔ x = 0 ∨ a = b := by
  have hne : (1 + (x : ℂ) ^ 2) ≠ 0 := by
    exact_mod_cast (by positivity : (1 + x ^ 2 : ℝ) ≠ 0)
  rw [error_scalar S hR nR hX]
  constructor
  · intro h
    -- read off one diagonal entry
    obtain ⟨i⟩ := ‹Nonempty n›
    have e := congrFun (congrFun h i) i
    simp only [Matrix.smul_apply, Matrix.one_apply_eq, Matrix.zero_apply, smul_eq_mul,
      mul_one] at e
    rcases mul_eq_zero.mp ((div_eq_zero_iff.mp e).resolve_right hne) with h2 | h2
    · left
      exact_mod_cast (pow_eq_zero_iff two_ne_zero).mp h2
    · right
      exact (sub_eq_zero.mp h2).symm
  · intro h
    rcases h with h | h <;> simp [h]
```

## A spin-dependent example

The following matrix is $\tfrac34\sigma_y$, the form that $X$ takes for a free particle moving along the $y$ axis. The letter X in its name refers to the coupling matrix, not to $\sigma_x$.

```lean
/-- A coupling matrix equal to `3/4` times the second Pauli matrix. -/
noncomputable def pauliX : Matrix (Fin 2) (Fin 2) ℂ :=
  !![0, -(3 / 4 * Complex.I); 3 / 4 * Complex.I, 0]
```

With $R=S=\tfrac45\cdot1$ all the conditions are met, since $\tfrac{16}{25}\left(1+\tfrac{9}{16}\right)=1$. The proof checks entry by entry that `pauliX` is Hermitian and squares to $\tfrac{9}{16}\cdot1$. The error formula then gives $\tfrac{9}{25}(b-a)\cdot1$.

```lean
/-- The matrix `pauliX` with `R = S = 4/5` satisfies the Hermiticity and normalisation
conditions, and `X*X = x²` with `x = 3/4`. -/
theorem decoupling_witness :
    ((4 / 5 : ℂ) • (1 : Matrix (Fin 2) (Fin 2) ℂ)).IsHermitian ∧
    ((4 / 5 : ℂ) • 1) * (1 + pauliXᴴ * pauliX) * ((4 / 5 : ℂ) • 1) = 1 ∧
    ((4 / 5 : ℂ) • 1) * (1 + pauliX * pauliXᴴ) * ((4 / 5 : ℂ) • 1) = 1 ∧
    pauliXᴴ * pauliX = ((3 / 4 : ℝ) : ℂ) ^ 2 • (1 : Matrix (Fin 2) (Fin 2) ℂ) := by
  have hh : pauliXᴴ = pauliX := by
    ext i j
    fin_cases i <;> fin_cases j <;> simp [pauliX]
  have hsq : pauliX * pauliX = (9 / 16 : ℂ) • (1 : Matrix (Fin 2) (Fin 2) ℂ) := by
    ext i j
    fin_cases i <;> fin_cases j <;>
      simp [pauliX, Matrix.mul_apply, Fin.sum_univ_succ] <;>
      linear_combination (-9 / 16 : ℂ) * Complex.I_mul_I
  have hn : ((4 / 5 : ℂ) • (1 : Matrix (Fin 2) (Fin 2) ℂ)) * (1 + (9 / 16 : ℂ) • 1)
      * ((4 / 5 : ℂ) • 1) = 1 := by
    simp only [Matrix.mul_smul, Matrix.smul_mul, Matrix.mul_one, Matrix.one_mul]
    module
  rw [hh, hsq]
  refine ⟨?_, hn, hn, ?_⟩
  · simp [Matrix.IsHermitian, conjTranspose_smul]
  · congr 1
    push_cast
    norm_num

end PictureChange
```

```lean
#print axioms PictureChange.decouplingU_unitary
#print axioms PictureChange.decoupled_iff
#print axioms PictureChange.error_zero_iff
```

```
'PictureChange.decouplingU_unitary' depends on axioms: [propext, Classical.choice, Quot.sound]
'PictureChange.decoupled_iff' depends on axioms: [propext, Classical.choice, Quot.sound]
'PictureChange.error_zero_iff' depends on axioms: [propext, Classical.choice, Quot.sound]
```
